# In Euclidean space, linear reparametrization never lengthens a string of images, and shortens it if a skipped image lies off the new segment

## Images, path parameter and arc length

A string is a list of images x_0, …, x_N in a real vector space with norm ‖·‖, for instance Rⁿ with the Euclidean norm. Consecutive images are joined by straight bonds

b_i = x_{i+1} − x_i, for i = 0, …, N−1.

The path parameter s runs from 0 to N, and bond i is traversed while s goes from i to i+1. With the cut-off function

p(u) = max(0, min(1, u)),

which gives the fraction of a bond already covered, the polygonal path is

γ(s) = x_0 + Σ_{i<N} p(s−i) b_i.

The arc length from x_0 to γ(s), and the total length, are

A(s) = Σ_{i<N} p(s−i) ‖b_i‖,  L = A(N) = Σ_{i<N} ‖b_i‖.

A reparametrization is a list of parameters

0 = s_0 ≤ s_1 ≤ … ≤ s_M = N.

It gives the new images y_j = γ(s_j), which are again joined by straight segments. M and N may differ, and parameters may repeat.

## The length bound and its strict form

The new length L′ = Σ_{j<M} ‖y_{j+1} − y_j‖ satisfies

L′ ≤ L.

If some old image x_k with s_j ≤ k ≤ s_{j+1} lies off the straight segment from y_j to y_{j+1}, and the norm is strictly convex, as the Euclidean norm is, then

L′ < L.

If every new segment stays within one old bond, then L′ = L.

## Length checks in a string code

In a search for a minimum-energy path with the string method, images are moved by forces and then redistributed along the current path. For a finite string with linear interpolation, the bound says that the redistribution step alone cannot increase the length.

This gives a cheap check: compute the chain length just before and just after redistribution, with the same norm. An increase larger than rounding points to a bug, such as parameters out of order. The strict form matters when the length is monitored for convergence, because part of a decrease may come from corner cutting and not from the forces.

## From one bond to the whole string

**The path is the usual interpolation.** Let k ≤ s ≤ k+1 with k < N. Then p(s−i) is 1 for i < k, s−k for i = k, and 0 for i > k. The full bonds telescope to x_k − x_0, so

γ(s) = x_k + (s−k)(x_{k+1} − x_k).

In particular γ(k) = x_k, and the last image is γ(N) = x_N.

**A chord is no longer than its arc.** Let s ≤ t. Since p is non-decreasing, each coefficient in

γ(t) − γ(s) = Σ_{i<N} [p(t−i) − p(s−i)] b_i

is non-negative. The triangle inequality gives

‖γ(t) − γ(s)‖ ≤ Σ_{i<N} [p(t−i) − p(s−i)] ‖b_i‖ = A(t) − A(s).

**The arcs add up.** Apply this to each consecutive pair and sum:

L′ ≤ Σ_{j<M} [A(s_{j+1}) − A(s_j)] = A(N) − A(0) = L.

**A corner makes one term strict.** Let x_k lie between y_j and y_{j+1} along the path but off their segment. Put u = x_k − y_j and v = y_{j+1} − x_k. For a strictly convex norm, ‖u+v‖ = ‖u‖ + ‖v‖ holds only if one of the vectors is zero or v = cu with c > 0. In Euclidean space this follows by squaring, which gives u·v = ‖u‖‖v‖. If one of the vectors is zero, x_k is an endpoint of the segment; otherwise,

x_k = y_j + (y_{j+1} − y_j)/(1+c).

Either way x_k would lie on the segment, so equality is excluded and

‖y_{j+1} − y_j‖ < ‖x_k − y_j‖ + ‖y_{j+1} − x_k‖
≤ [A(k) − A(s_j)] + [A(s_{j+1}) − A(k)]
= A(s_{j+1}) − A(s_j).

One term of the sum is strictly smaller and no other is larger, hence L′ < L.

**Within one bond nothing is lost.** If s_j and s_{j+1} both belong to bond k, then

‖y_{j+1} − y_j‖ = (s_{j+1} − s_j)‖b_k‖ = A(s_{j+1}) − A(s_j).

If this holds for every j, the sum is L.

**Backtracking also shortens.** Put images on a line at 0, 2, 1, 3. The length is 2 + 1 + 2 = 5. Keeping only the ends gives length 3, although every old image lies on the new segment. The off-segment condition is therefore sufficient for shortening but not necessary.

## The Lean file

```lean
import Mathlib

open Finset

namespace StringReparametrization

noncomputable section

variable {E : Type*} [NormedAddCommGroup E] [NormedSpace ℝ E]

/-- The fraction of a bond already traversed: `u` cut off below at 0 and above at 1. -/
def progress (u : ℝ) : ℝ := max 0 (min 1 u)

/-- The polygonal path through the images `x 0, ..., x N`; bond `i` is traversed
while the parameter `s` runs from `i` to `i + 1`. -/
def path (x : ℕ → E) (N : ℕ) (s : ℝ) : E :=
  x 0 + ∑ i ∈ range N, progress (s - i) • (x (i + 1) - x i)

/-- The length of the chain of straight segments joining `x 0, ..., x n`. -/
def chainLength (x : ℕ → E) (n : ℕ) : ℝ := ∑ i ∈ range n, dist (x i) (x (i + 1))

/-- The parameters `s 0, ..., s M` run in order along a path of `N` bonds,
from its first end to its last. -/
structure IsReparam (s : ℕ → ℝ) (M N : ℕ) : Prop where
  start : s 0 = 0
  arrival : s M = N
  ordered : ∀ i j, i ≤ j → j ≤ M → s i ≤ s j

/-- The new images: the points of the old polygonal path at the parameters `s j`. -/
def resample (x : ℕ → E) (N : ℕ) (s : ℕ → ℝ) (j : ℕ) : E := path x N (s j)

/-- Adding one more image adds the contribution of one more bond to the path. -/
lemma path_succ (x : ℕ → E) (N : ℕ) (s : ℝ) :
    path x (N + 1) s = path x N s + progress (s - N) • (x (N + 1) - x N) := by
  simp only [path, Finset.sum_range_succ, add_assoc]

/-- From parameter `N` onwards the path rests at its last image. -/
lemma path_end (x : ℕ → E) (N : ℕ) {s : ℝ} (h : (N : ℝ) ≤ s) : path x N s = x N := by
  induction N with
  | zero => simp [path]
  | succ N ih =>
    push_cast at h
    have h1 : progress (s - N) = 1 := by
      rw [progress, min_eq_left (by linarith), max_eq_right zero_le_one]
    rw [path_succ, ih (by linarith), h1, one_smul, add_sub_cancel]

/-- For `k < N`, between the parameters `k` and `k + 1` the path runs straight from image `k` to
image `k + 1`, at uniform speed. -/
theorem path_on_bond (x : ℕ → E) {k N : ℕ} (hk : k < N) {s : ℝ}
    (h0 : (k : ℝ) ≤ s) (h1 : s ≤ k + 1) :
    path x N s = x k + (s - k) • (x (k + 1) - x k) := by
  obtain ⟨m, rfl⟩ := Nat.exists_eq_add_of_lt hk
  clear hk
  induction m with
  | zero =>
    have hp : progress (s - k) = s - k := by
      rw [progress, min_eq_right (by linarith), max_eq_right (by linarith)]
    rw [add_zero, path_succ, path_end x k h0, hp]
  | succ m ih =>
    -- later bonds have not been entered yet
    have hz : progress (s - ((k + m + 1 : ℕ) : ℝ)) = 0 := by
      have hm : s - ((k + m + 1 : ℕ) : ℝ) ≤ 0 := by
        push_cast
        linarith [(Nat.cast_nonneg m : (0 : ℝ) ≤ m)]
      rw [progress, max_eq_left ((min_le_right _ _).trans hm)]
    rw [← add_assoc k m 1, path_succ, ih, hz, zero_smul, add_zero]

/-- For `k ≤ N`, the path passes through image `k` at the integer parameter `k`. -/
lemma path_vertex (x : ℕ → E) {k N : ℕ} (hk : k ≤ N) : path x N (k : ℝ) = x k := by
  rcases hk.lt_or_eq with h | h
  · rw [path_on_bond x h le_rfl (by linarith), sub_self, zero_smul, add_zero]
  · subst h
    exact path_end x k le_rfl

omit [NormedSpace ℝ E] in
/-- Adding one more image lengthens the chain by the length of the new bond. -/
lemma chainLength_succ_sub (x : ℕ → E) (N : ℕ) :
    chainLength x (N + 1) - chainLength x N = ‖x (N + 1) - x N‖ := by
  simp only [chainLength, Finset.sum_range_succ, add_sub_cancel_left]
  rw [dist_comm, dist_eq_norm]

/-- Two points at the fractions `a ≤ b` along a bond vector `v` are `(b - a) * ‖v‖` apart. -/
lemma dist_smul_of_le {a b : ℝ} (h : a ≤ b) (v : E) :
    dist (a • v) (b • v) = (b - a) * ‖v‖ := by
  rw [dist_comm, dist_eq_norm, ← sub_smul, norm_smul, Real.norm_eq_abs,
    abs_of_nonneg (sub_nonneg.2 h)]

/-- The straight distance between two points of the path is at most the arc length between them,
which is the increase of the interpolated cumulative chain length from `s` to `t`, for `s ≤ t`. -/
theorem dist_path_le (x : ℕ → E) (N : ℕ) {s t : ℝ} (h : s ≤ t) :
    dist (path x N s) (path x N t)
      ≤ path (chainLength x) N t - path (chainLength x) N s := by
  induction N with
  | zero => simp [path]
  | succ N ih =>
    have hp : progress (s - N) ≤ progress (t - N) :=
      max_le_max le_rfl (min_le_min le_rfl (by linarith))
    have hd := dist_smul_of_le hp (x (N + 1) - x N)
    have ht := dist_add_add_le (path x N s) (progress (s - N) • (x (N + 1) - x N))
      (path x N t) (progress (t - N) • (x (N + 1) - x N))
    simp only [path_succ, chainLength_succ_sub, smul_eq_mul]
    linarith

omit [NormedSpace ℝ E] in
/-- The arc lengths between consecutive chosen points add up to the old length. -/
lemma arc_total (x : ℕ → E) {s : ℕ → ℝ} {M N : ℕ} (h : IsReparam s M N) :
    ∑ j ∈ range M, (path (chainLength x) N (s (j + 1)) - path (chainLength x) N (s j))
      = chainLength x N := by
  have e := Finset.sum_range_sub (fun j => path (chainLength x) N (s j)) M
  have hN := path_vertex (chainLength x) (le_refl N)
  have h0 := path_vertex (chainLength x) (Nat.zero_le N)
  rw [Nat.cast_zero, show chainLength x 0 = 0 from Finset.sum_range_zero _] at h0
  simp only [h.start, h.arrival, hN, h0, sub_zero] at e
  exact e

/-- Linear string reparametrization never lengthens the string. -/
theorem reparam_length_le (x : ℕ → E) {s : ℕ → ℝ} {M N : ℕ} (h : IsReparam s M N) :
    chainLength (resample x N s) M ≤ chainLength x N := by
  rw [← arc_total x h]
  exact Finset.sum_le_sum fun j hj =>
    dist_path_le x N (h.ordered j (j + 1) (Nat.le_succ j) (Finset.mem_range.1 hj))

/-- Corner cutting: in a strictly convex space, such as Euclidean space, the string becomes
strictly shorter if an old image `k` between two consecutive chosen points lies off
the segment that joins them. -/
theorem reparam_length_lt [StrictConvexSpace ℝ E] (x : ℕ → E) {s : ℕ → ℝ} {M N : ℕ}
    (h : IsReparam s M N) {j k : ℕ} (hj : j < M) (h1 : s j ≤ k) (h2 : (k : ℝ) ≤ s (j + 1))
    (hoff : x k ∉ segment ℝ (resample x N s j) (resample x N s (j + 1))) :
    chainLength (resample x N s) M < chainLength x N := by
  have hkN : k ≤ N := by
    have := h2.trans (h.ordered (j + 1) M hj le_rfl)
    rw [h.arrival] at this
    exact_mod_cast this
  -- the detour through the old image is strictly longer than the new segment
  have h3 : dist (resample x N s j) (resample x N s (j + 1))
      < dist (resample x N s j) (x k) + dist (x k) (resample x N s (j + 1)) :=
    lt_of_le_of_ne (dist_triangle _ _ _) fun e =>
      hoff (mem_segment_iff_wbtw.2 (dist_add_dist_eq_iff.1 e.symm))
  have d1 := dist_path_le x N h1
  have d2 := dist_path_le x N h2
  rw [path_vertex x hkN] at d1 d2
  rw [← arc_total x h]
  refine Finset.sum_lt_sum (fun i hi => dist_path_le x N
    (h.ordered i (i + 1) (Nat.le_succ i) (Finset.mem_range.1 hi)))
    ⟨j, Finset.mem_range.2 hj, ?_⟩
  simp only [resample] at h3 ⊢
  linarith

/-- If every new segment stays within a single old bond, the length is unchanged. -/
theorem reparam_length_eq (x : ℕ → E) {s : ℕ → ℝ} {M N : ℕ} (h : IsReparam s M N)
    (hb : ∀ j < M, ∃ k < N, (k : ℝ) ≤ s j ∧ s (j + 1) ≤ k + 1) :
    chainLength (resample x N s) M = chainLength x N := by
  rw [← arc_total x h]
  refine Finset.sum_congr rfl fun j hj => ?_
  have hjM := Finset.mem_range.1 hj
  obtain ⟨k, hk, h1, h2⟩ := hb j hjM
  have hs := h.ordered j (j + 1) (Nat.le_succ j) hjM
  change dist (path x N (s j)) (path x N (s (j + 1))) = _
  rw [path_on_bond x hk h1 (hs.trans h2), path_on_bond x hk (h1.trans hs) h2,
    path_on_bond (chainLength x) hk h1 (hs.trans h2),
    path_on_bond (chainLength x) hk (h1.trans hs) h2,
    dist_add_left, dist_smul_of_le (by linarith), chainLength_succ_sub]
  simp only [smul_eq_mul]
  ring

/-- A chain on the real line whose images 0 to 3 sit at 0, 2, 1, 3. -/
def backtrack (k : ℕ) : ℝ := if k = 1 then 2 else if k = 2 then 1 else k

/-- An old image off the new segment is not necessary for shortening: keeping only the ends
of the backtracking chain 0, 2, 1, 3 leaves every old image on the new segment, yet the
length drops from 5 to 3. -/
theorem backtrack_shortens :
    IsReparam (fun j => 3 * (j : ℝ)) 1 3 ∧
    (∀ k ≤ 3, backtrack k ∈ segment ℝ (resample backtrack 3 (fun j => 3 * (j : ℝ)) 0)
      (resample backtrack 3 (fun j => 3 * (j : ℝ)) 1)) ∧
    chainLength backtrack 3 = 5 ∧
    chainLength (resample backtrack 3 (fun j => 3 * (j : ℝ))) 1 = 3 := by
  have h0 : resample backtrack 3 (fun j => 3 * (j : ℝ)) 0 = 0 := by
    have := path_vertex backtrack (Nat.zero_le 3)
    simpa [resample, backtrack] using this
  have h1 : resample backtrack 3 (fun j => 3 * (j : ℝ)) 1 = 3 := by
    have := path_vertex backtrack (le_refl 3)
    simpa [resample, backtrack] using this
  refine ⟨⟨by simp, by norm_num, fun i j hij _ => ?_⟩, fun k hk => ?_, ?_, ?_⟩
  · have : (i : ℝ) ≤ j := by exact_mod_cast hij
    change 3 * (i : ℝ) ≤ 3 * (j : ℝ)
    linarith
  · rw [h0, h1, segment_eq_Icc (by norm_num : (0 : ℝ) ≤ 3)]
    interval_cases k <;> norm_num [backtrack, Set.mem_Icc]
  · norm_num [chainLength, Finset.sum_range_succ, Real.dist_eq, backtrack]
  · simp only [chainLength, Finset.sum_range_one, zero_add, h0, h1]
    norm_num [Real.dist_eq]

end

end StringReparametrization
```

```lean
#print axioms StringReparametrization.reparam_length_le
#print axioms StringReparametrization.reparam_length_lt
#print axioms StringReparametrization.reparam_length_eq
#print axioms StringReparametrization.backtrack_shortens
```

```
'StringReparametrization.reparam_length_le' depends on axioms: [propext, Classical.choice, Quot.sound]
'StringReparametrization.reparam_length_lt' depends on axioms: [propext, Classical.choice, Quot.sound]
'StringReparametrization.reparam_length_eq' depends on axioms: [propext, Classical.choice, Quot.sound]
'StringReparametrization.backtrack_shortens' depends on axioms: [propext, Classical.choice, Quot.sound]
```

## Reading the statements

`E` is any real normed space, of finite or infinite dimension. The images are a sequence `x : ℕ → E`, of which only entries 0 to N matter. `progress` is p, `path x N s` is γ(s), and `chainLength x N` is L. The same `path`, applied to the cumulative lengths, gives the arc length: `path (chainLength x) N s` is A(s).

`IsReparam s M N` contains the conditions on the parameters: start at 0, arrival at N, and order in between. `resample x N s j` is y_j. Thus `reparam_length_le` is L′ ≤ L for every norm, while `reparam_length_lt` adds `StrictConvexSpace ℝ E` and the hypothesis `hoff`, that x_k is not on the closed segment between the two new images. `reparam_length_eq` is the equality case, and `backtrack_shortens` is the example on the line.

## How the lemmas carry the derivation

`path_succ` splits off the last bond, and `path_end` says that the path rests at its last image once the parameter has reached N. From these, `path_on_bond` recovers straight interpolation by induction on the number of later bonds, and `path_vertex` gives γ(k) = x_k.

The chord bound is `dist_path_le`. Instead of treating the whole sum at once, it adds one bond at a time: `dist_add_add_le` is the triangle inequality, `dist_smul_of_le` measures the part of the new bond that is covered, and `linarith` combines them with the induction hypothesis. `arc_total` is the telescoping sum.

The main bound then follows by `Finset.sum_le_sum`. For the strict form, `dist_add_dist_eq_iff` turns equality in the triangle inequality into membership of the segment, which contradicts `hoff`, and `Finset.sum_lt_sum` needs just one strict term. The equality theorem rewrites both ends of each new segment with `path_on_bond` and compares the sums term by term.

## Norms, interpolants and the scope of the bound

The strict form is false for general norms. Take R² with the maximum norm and images (0,0), (1,1), (2,0). Each bond has length 1, so the old length is 2. Keeping only the ends also gives length 2, although (1,1) lies off the new segment. A code that measures image distances by the largest coordinate change can thus cut a corner without seeing the length drop. A mass-weighted Euclidean norm with positive masses is strictly convex and causes no such trouble.

The theorems concern real numbers, so a floating-point comparison needs a tolerance. They take the parameters s_j as given and do not say how to find them or whether the new images are equally spaced. They give no estimate of how much length is lost, and they say nothing about energies, forces or convergence. Distances must come from a norm on a vector space, so periodic coordinates have to be unwrapped along the string first. If new images are taken from a cubic spline, they need not lie on the old polygon, and the bound does not apply.

A different model would start from a continuous curve and define its length as the supremum of the chord sums over ordered points. The inequality would then follow almost directly from the definition, and would hold for points chosen on a curved interpolant too, provided that the new images are joined by straight segments and the old length is that of the curve. The extra work would lie in showing that, for a polygonal path, this supremum equals the sum of bond lengths that a code computes.
